# A lower bound on trial energies in one dimension from the area of the well

When a Rayleigh–Ritz calculation for one particle on a line returns a trial energy, that number can be checked against a floor computed from the potential alone. A value below the floor points to an error in the calculation, for instance in the quadrature, the matrix elements, the normalisation or the eigenvalue solver. In units with $\hbar = m = 1$, the floor is $-A^2/2$, where

$$A = \int_{-\infty}^{\infty} \max(-V(x), 0)\,dx$$

is the area of the attractive part of the potential. The bound is proved here for integrable $V$ and for normalised trial functions that are continuously differentiable and vanish outside a bounded interval, as combinations of finitely many quadratic or cubic B-splines do when the knots of each spline are distinct.

## Wavefunctions, energy and well strength

```lean
import Mathlib

open MeasureTheory Set

namespace OneDimensionalL1Bound

noncomputable section

variable {E : Type*} [NormedAddCommGroup E] [InnerProductSpace ℝ E]
```

The `variable` line fixes where wavefunctions take their values: in `E`, a real vector space with an inner product. Taking $E = \mathbb{R}$ gives real wavefunctions. Complex numbers also form such a space, with real inner product $\operatorname{Re}(\bar a b)$, and so do spinors with finitely many complex components. One proof therefore serves all three cases.

```lean
/-- The squared L2 norm of a wavefunction on the line. -/
def normSquared (ψ : ℝ → E) : ℝ := ∫ x, ‖ψ x‖ ^ 2
```

A `def` introduces a quantity. This one is $N = \int |\psi(x)|^2\,dx$, with $|\cdot|$ the norm in $E$. Nothing requires $N = 1$, so the energy bounds below carry a factor $N$. For a normalised state the factor is one.

```lean
/-- The kinetic energy of a wavefunction, in units where the mass and the reduced Planck
constant are one. -/
def kinetic (ψ : ℝ → E) : ℝ := ∫ x, ‖deriv ψ x‖ ^ 2 / 2
```

The kinetic energy is $K = \frac12\int |\psi'(x)|^2\,dx$, and `deriv ψ x` is $\psi'(x)$. This is the form with one derivative on each factor, so no second derivative of the trial function is needed.

```lean
/-- The energy of a wavefunction in the potential `V`: kinetic plus potential part. -/
def energy (V : ℝ → ℝ) (ψ : ℝ → E) : ℝ :=
  ∫ x, (‖deriv ψ x‖ ^ 2 / 2 + V x * ‖ψ x‖ ^ 2)
```

The energy is the single integral

$$\mathcal{E} = \int \left(\tfrac12|\psi'(x)|^2 + V(x)|\psi(x)|^2\right)dx.$$

It is not divided by $N$; the Rayleigh quotient of a nonzero state is $\mathcal{E}/N$. The potential `V : ℝ → ℝ` is a real function that multiplies every component of a spinor alike.

```lean
/-- The strength of the well: the integral of the attractive part of the potential. -/
def wellStrength (V : ℝ → ℝ) : ℝ := ∫ x, max (-V x) 0
```

This is the number $A$. Writing $V_-(x) = \max(-V(x), 0)$ for the attractive part, we have $A = \int V_-(x)\,dx$. Repulsive regions contribute nothing to it.

## A bound on the density at each point

```lean
omit [InnerProductSpace ℝ E] in
/-- A continuous, compactly supported function is square integrable. -/
theorem integrable_normSq {φ : ℝ → E} (hφ : Continuous φ) (hc : HasCompactSupport φ) :
    Integrable (fun x => ‖φ x‖ ^ 2) := by
  have h1 : Continuous (fun x => ‖φ x‖ ^ 2) := hφ.norm.pow 2
  have h2 : HasCompactSupport (fun x => ‖φ x‖ ^ 2) :=
    hc.comp_left (g := fun v : E => ‖v‖ ^ 2) (by simp)
  exact h1.integrable_of_hasCompactSupport h2
```

A `theorem` lists its hypotheses before the final colon and its conclusion after it. Here `hφ` and `hc` are names for the assumptions that $\varphi$ is continuous and has compact support, meaning that it vanishes outside a bounded interval. The conclusion is that $|\varphi|^2$ is integrable. By hand, $|\varphi|^2$ is continuous and vanishes wherever $\varphi$ does, so it is bounded on a bounded interval and zero elsewhere. The proof establishes continuity as `h1` and compact support as `h2`, then combines them.

```lean
/-- Pointwise bound: the density at any point is at most the integral of the product of the
magnitudes of the wavefunction and its derivative. -/
theorem density_le {ψ : ℝ → E} (hψ : ContDiff ℝ 1 ψ) (hc : HasCompactSupport ψ) (x : ℝ) :
    ‖ψ x‖ ^ 2 ≤ ∫ y, ‖ψ y‖ * ‖deriv ψ y‖ := by
  have hd : Continuous (deriv ψ) := hψ.continuous_deriv (by norm_num)
  have hint : Integrable (fun y => 2 * (‖ψ y‖ * ‖deriv ψ y‖)) :=
    ((hψ.continuous.norm.mul hd.norm).integrable_of_hasCompactSupport
      hc.norm.mul_right).const_mul 2
  -- the slope of the density is controlled by Cauchy-Schwarz at each point
  have hb : ∀ y, ‖deriv (fun z => ‖ψ z‖ ^ 2) y‖ ≤ 2 * (‖ψ y‖ * ‖deriv ψ y‖) := by
    intro y
    have h1 : HasDerivAt (fun z => ‖ψ z‖ ^ 2) (2 * inner ℝ (ψ y) (deriv ψ y)) y :=
      (hψ.differentiable (by norm_num) y).hasDerivAt.norm_sq
    rw [h1.deriv, Real.norm_eq_abs, abs_mul, abs_two]
    have h2 := abs_real_inner_le_norm (ψ y) (deriv ψ y)
    linarith
  have hs : ∀ s : Set ℝ, ‖∫ y in s, deriv (fun z => ‖ψ z‖ ^ 2) y‖
      ≤ ∫ y in s, 2 * (‖ψ y‖ * ‖deriv ψ y‖) := fun s =>
    norm_integral_le_of_norm_le hint.integrableOn (ae_of_all _ hb)
  have hf : ContDiff ℝ 1 (fun z => ‖ψ z‖ ^ 2) := hψ.norm_sq ℝ
  have hfc : HasCompactSupport (fun z => ‖ψ z‖ ^ 2) :=
    hc.comp_left (g := fun v : E => ‖v‖ ^ 2) (by simp)
  -- integrate the slope from the far left and from the far right
  have hl := hs (Iic x)
  rw [HasCompactSupport.integral_Iic_deriv_eq hf hfc x] at hl
  have hr := hs (Ioi x)
  rw [HasCompactSupport.integral_Ioi_deriv_eq hf hfc x, norm_neg] at hr
  have hl' : ‖ψ x‖ ^ 2 ≤ ∫ y in Iic x, 2 * (‖ψ y‖ * ‖deriv ψ y‖) :=
    le_trans (Real.le_norm_self _) hl
  have hr' : ‖ψ x‖ ^ 2 ≤ ∫ y in Ioi x, 2 * (‖ψ y‖ * ‖deriv ψ y‖) :=
    le_trans (Real.le_norm_self _) hr
  have hsum := integral_add_compl (measurableSet_Iic (a := x)) hint
  rw [compl_Iic] at hsum
  have htot : ∫ y, 2 * (‖ψ y‖ * ‖deriv ψ y‖) = 2 * ∫ y, ‖ψ y‖ * ‖deriv ψ y‖ :=
    integral_const_mul _ _
  linarith
```

In words, for every continuously differentiable $\psi$ with compact support and every point $x$,

$$|\psi(x)|^2 \le \int |\psi(y)|\,|\psi'(y)|\,dy.$$

The hypothesis `ContDiff ℝ 1 ψ` says that $\psi$ has a continuous first derivative.

To derive this, let $\rho = |\psi|^2$. Its slope is $\rho' = 2\langle\psi,\psi'\rangle$, so the Cauchy–Schwarz inequality gives $|\rho'| \le 2|\psi||\psi'|$. Since $\rho$ vanishes far out on both sides,

$$\rho(x) = \int_{-\infty}^{x}\rho'(y)\,dy = -\int_x^{\infty}\rho'(y)\,dy.$$

Each expression yields an estimate:

$$\rho(x) \le 2\int_{-\infty}^{x}|\psi||\psi'|\,dy, \qquad \rho(x) \le 2\int_x^{\infty}|\psi||\psi'|\,dy.$$

Adding them gives $2\rho(x) \le 2\int|\psi||\psi'|\,dy$ over the whole line, and dividing by two finishes the argument.

The Lean proof follows the same route. The slope estimate is `hb`, and `hs` integrates it over an arbitrary set. The sets `Iic x` and `Ioi x` are the half-lines $(-\infty, x]$ and $(x, \infty)$, which lead to the two estimates `hl'` and `hr'`. The statement `hsum` joins the half-lines into the full line. The closing `linarith` is a tactic that derives an inequality from the available ones by linear arithmetic; here it adds the estimates and divides by two.

```lean
/-- An integrable potential has a finite expectation integral in every continuously
differentiable, compactly supported state. -/
theorem integrable_potential {V : ℝ → ℝ} {ψ : ℝ → E} (hV : Integrable V)
    (hψ : ContDiff ℝ 1 ψ) (hc : HasCompactSupport ψ) :
    Integrable (fun x => V x * ‖ψ x‖ ^ 2) := by
  refine (hV.norm.mul_const (∫ y, ‖ψ y‖ * ‖deriv ψ y‖)).mono'
    (hV.aestronglyMeasurable.mul (hψ.continuous.norm.pow 2).aestronglyMeasurable)
    (ae_of_all _ fun x => ?_)
  rw [norm_mul, Real.norm_of_nonneg (sq_nonneg ‖ψ x‖)]
  exact mul_le_mul_of_nonneg_left (density_le hψ hc x) (norm_nonneg _)
```

The hypothesis `Integrable V` means that $\int|V|$ is finite. Typically, this is a potential that dies away fast enough at large distance and has at most mild singularities. It excludes the harmonic oscillator and a Coulomb tail, and a delta function is not a function `ℝ → ℝ` at all. Continuity of $V$ is not required, so a square well is allowed.

The conclusion is that $V|\psi|^2$ is integrable. With $C = \int|\psi||\psi'|\,dy$, the preceding bound gives $|V(x)|\,|\psi(x)|^2 \le C|V(x)|$, and the right-hand side has a finite integral. The proof is this comparison. It matters because Lean assigns the value zero to the integral of a non-integrable function, so an energy would be meaningless without it.

## From the density bound to the energy

```lean
/-- For any `W` and any `ε > 0`, `W` times the integral of `‖ψ‖ ‖ψ'‖` is at most `ε` times the
kinetic energy plus `W ^ 2 / (2 * ε)` times the squared norm. -/
theorem mul_integral_le {ψ : ℝ → E} (hψ : ContDiff ℝ 1 ψ) (hc : HasCompactSupport ψ)
    (W : ℝ) {ε : ℝ} (hε : 0 < ε) :
    W * ∫ y, ‖ψ y‖ * ‖deriv ψ y‖ ≤ ε * kinetic ψ + W ^ 2 / (2 * ε) * normSquared ψ := by
  have hd : Continuous (deriv ψ) := hψ.continuous_deriv (by norm_num)
  have h0 : Integrable (fun y => ‖ψ y‖ * ‖deriv ψ y‖) :=
    (hψ.continuous.norm.mul hd.norm).integrable_of_hasCompactSupport hc.norm.mul_right
  have h1 : Integrable (fun y => ε * (‖deriv ψ y‖ ^ 2 / 2)) :=
    ((integrable_normSq hd hc.deriv).div_const 2).const_mul ε
  have h2 : Integrable (fun y => W ^ 2 / (2 * ε) * ‖ψ y‖ ^ 2) :=
    (integrable_normSq hψ.continuous hc).const_mul _
  unfold kinetic normSquared
  rw [← integral_const_mul, ← integral_const_mul, ← integral_const_mul, ← integral_add h1 h2]
  refine integral_mono (h0.const_mul W) (h1.add h2) fun y => ?_
  -- complete the square at each point
  have hsq : ε * (‖deriv ψ y‖ ^ 2 / 2) + W ^ 2 / (2 * ε) * ‖ψ y‖ ^ 2
      - W * (‖ψ y‖ * ‖deriv ψ y‖) = (ε * ‖deriv ψ y‖ - W * ‖ψ y‖) ^ 2 / (2 * ε) := by
    field_simp
    ring
  have hpos : 0 ≤ (ε * ‖deriv ψ y‖ - W * ‖ψ y‖) ^ 2 / (2 * ε) := by positivity
  change W * (‖ψ y‖ * ‖deriv ψ y‖)
    ≤ ε * (‖deriv ψ y‖ ^ 2 / 2) + W ^ 2 / (2 * ε) * ‖ψ y‖ ^ 2
  linarith
```

For any real $W$ and any $\varepsilon > 0$,

$$W\int|\psi||\psi'|\,dy \le \varepsilon K + \frac{W^2}{2\varepsilon}N.$$

The parameter $\varepsilon$ sets how much of the cost is charged to the kinetic energy and how much to the norm. By hand, complete the square at each point:

$$\frac{\varepsilon}{2}|\psi'|^2 + \frac{W^2}{2\varepsilon}|\psi|^2 - W|\psi||\psi'| = \frac{(\varepsilon|\psi'| - W|\psi|)^2}{2\varepsilon} \ge 0.$$

Integrating over the line gives the claim.

In the proof, `h0`, `h1` and `h2` supply the integrability of the three terms. The rewriting step moves the constants inside and merges the right-hand side into one integral, after which `integral_mono` reduces the inequality between integrals to one at each point $y$. The identity above is `hsq`: `field_simp` clears the denominators and `ring` checks the remaining algebra. Its non-negativity is `hpos`.

```lean
/-- For every `ε > 0` the energy is at least `1 - ε` times the kinetic energy, minus the squared
well strength over `2 * ε` times the squared norm. -/
theorem energy_ge_kinetic {V : ℝ → ℝ} {ψ : ℝ → E} (hV : Integrable V)
    (hψ : ContDiff ℝ 1 ψ) (hc : HasCompactSupport ψ) {ε : ℝ} (hε : 0 < ε) :
    (1 - ε) * kinetic ψ - wellStrength V ^ 2 / (2 * ε) * normSquared ψ ≤ energy V ψ := by
  have hd : Continuous (deriv ψ) := hψ.continuous_deriv (by norm_num)
  have hA : Integrable (fun x => max (-V x) 0) := hV.neg.pos_part
  have hVρ := integrable_potential hV hψ hc
  have hAρ := integrable_potential hA hψ hc
  have hsplit : energy V ψ = kinetic ψ + ∫ x, V x * ‖ψ x‖ ^ 2 :=
    integral_add ((integrable_normSq hd hc.deriv).div_const 2) hVρ
  -- only the attractive part of the potential can lower the energy
  have hlow : -(∫ x, max (-V x) 0 * ‖ψ x‖ ^ 2) ≤ ∫ x, V x * ‖ψ x‖ ^ 2 := by
    rw [← integral_neg]
    refine integral_mono hAρ.neg hVρ fun x => ?_
    change -(max (-V x) 0 * ‖ψ x‖ ^ 2) ≤ V x * ‖ψ x‖ ^ 2
    nlinarith [mul_le_mul_of_nonneg_right (le_max_left (-V x) 0) (sq_nonneg ‖ψ x‖)]
  -- insert the pointwise bound on the density
  have hup : ∫ x, max (-V x) 0 * ‖ψ x‖ ^ 2
      ≤ wellStrength V * ∫ y, ‖ψ y‖ * ‖deriv ψ y‖ := by
    unfold wellStrength
    rw [← integral_mul_const]
    exact integral_mono hAρ (hA.mul_const _) fun x =>
      mul_le_mul_of_nonneg_left (density_le hψ hc x) (le_max_right _ _)
  have hK := mul_integral_le hψ hc (wellStrength V) hε
  linarith
```

This is the central estimate:

$$\mathcal{E} \ge (1-\varepsilon)K - \frac{A^2}{2\varepsilon}N \qquad \text{for every } \varepsilon > 0.$$

The derivation starts by splitting the energy into its kinetic and potential parts. Since $V \ge -V_-$ everywhere,

$$\mathcal{E} = K + \int V|\psi|^2\,dx \ge K - \int V_-|\psi|^2\,dx.$$

Now insert the bound on the density. The factor $V_-$ is non-negative, so

$$\int V_-(x)|\psi(x)|^2\,dx \le A\int|\psi||\psi'|\,dy.$$

Finally, the preceding inequality with $W = A$ bounds the right-hand side by $\varepsilon K + A^2N/(2\varepsilon)$. Subtracting this from $K$ gives the result.

These steps appear in order as `hsplit`, `hlow`, `hup` and `hK`, and `linarith` chains them. The integrability of $V_-|\psi|^2$, called `hAρ`, comes from the theorem already proved for general integrable potentials, applied to $V_-$.

## The energy floor

```lean
/-- Lower bound on the energy: it is at least minus half the squared well strength, times the
squared norm of the wavefunction. -/
theorem energy_lower_bound {V : ℝ → ℝ} {ψ : ℝ → E} (hV : Integrable V)
    (hψ : ContDiff ℝ 1 ψ) (hc : HasCompactSupport ψ) :
    -(wellStrength V ^ 2 / 2) * normSquared ψ ≤ energy V ψ := by
  have h := energy_ge_kinetic hV hψ hc one_pos
  rw [mul_one] at h
  linarith
```

Setting $\varepsilon = 1$ removes the kinetic term and leaves

$$\mathcal{E} \ge -\frac{A^2}{2}N.$$

For a normalised state this is the floor $-A^2/2$; with $\hbar$ and $m$ restored it reads $-mA^2/(2\hbar^2)$. In the proof, `one_pos` supplies the condition $1 > 0$ on $\varepsilon$, and linear arithmetic does the rest.

For a single particle in one dimension, the theorem complements the Rayleigh–Ritz upper bound: the infimum of the energy over normalised trial functions of this class lies between $-A^2/2$ and any trial energy obtained within the class. The theorem does not say that a bound state exists. Its hypotheses also leave out functions with exponential tails and piecewise linear finite elements, whose slopes jump at the nodes.

```lean
/-- The L1 bound for a real wavefunction: the energy is at least minus half the square of the
integral of `|V|`, times the integral of `u ^ 2`. -/
theorem energy_lower_bound_L1 {V u : ℝ → ℝ} (hV : Integrable V)
    (hu : ContDiff ℝ 1 u) (hc : HasCompactSupport u) :
    -((∫ x, |V x|) ^ 2 / 2) * ∫ x, u x ^ 2 ≤ ∫ x, (deriv u x ^ 2 / 2 + V x * u x ^ 2) := by
  have h := energy_lower_bound hV hu hc
  simp only [energy, normSquared, Real.norm_eq_abs, sq_abs] at h
  have hA0 : 0 ≤ wellStrength V := integral_nonneg fun x => le_max_right _ _
  have hAW : wellStrength V ≤ ∫ x, |V x| :=
    integral_mono hV.neg.pos_part hV.abs fun x => max_le (neg_le_abs _) (abs_nonneg _)
  have hN : 0 ≤ ∫ x, u x ^ 2 := integral_nonneg fun x => sq_nonneg _
  have hsq : wellStrength V ^ 2 ≤ (∫ x, |V x|) ^ 2 := pow_le_pow_left₀ hA0 hAW 2
  have hmul := mul_le_mul_of_nonneg_right hsq hN
  linarith
```

For a real trial function $u$ of the same class, a simpler but possibly lower floor uses the full integral of $|V|$:

$$\int\left(\tfrac12u'(x)^2 + V(x)u(x)^2\right)dx \ge -\frac12\left(\int|V(x)|\,dx\right)^2\int u(x)^2\,dx.$$

This version follows from the previous one because $0 \le V_- \le |V|$, hence $0 \le A \le \int|V|$. Squaring preserves the order of non-negative numbers, and multiplying by $\int u^2 \ge 0$ preserves it again. The floor written with $\int|V|$ is therefore never higher than $-A^2/2$, and it is strictly lower when the potential has a repulsive part of nonzero area.

The `simp only` line turns the general definitions into the explicit integrals for $u$, using $|u|^2 = u^2$. The comparison $A \le \int|V|$ is `hAW`, its squared form is `hsq`, and `hmul` includes the norm.

## Kinetic energy of states at or below zero energy

```lean
/-- A state of non-positive energy has kinetic energy at most twice the squared well strength,
times its squared norm. -/
theorem kinetic_le_of_energy_nonpos {V : ℝ → ℝ} {ψ : ℝ → E} (hV : Integrable V)
    (hψ : ContDiff ℝ 1 ψ) (hc : HasCompactSupport ψ) (hE : energy V ψ ≤ 0) :
    kinetic ψ ≤ 2 * wellStrength V ^ 2 * normSquared ψ := by
  have h := energy_ge_kinetic hV hψ hc (ε := 1 / 2) (by norm_num)
  have he : wellStrength V ^ 2 / (2 * (1 / 2)) = wellStrength V ^ 2 := by norm_num
  rw [he] at h
  linarith

end

end OneDimensionalL1Bound
```

The added hypothesis `hE` says $\mathcal{E} \le 0$, and the conclusion is

$$K \le 2A^2N.$$

Any $\varepsilon$ between 0 and 1 keeps part of the kinetic energy in the central estimate and gives $K \le A^2N/(2\varepsilon(1-\varepsilon))$. This bound is smallest at $\varepsilon = 1/2$, where the estimate reads

$$\tfrac12K - A^2N \le \mathcal{E} \le 0.$$

Moving $A^2N$ to the other side and doubling gives the claim. In Lean, `he` simplifies the coefficient $A^2/(2\cdot\tfrac12)$ to $A^2$, and `linarith` performs the rearrangement.

For a normalised trial function with non-positive energy, the mean square of the momentum, which is $2K$ in these units, is thus at most $4A^2$. In a one-particle, one-dimensional calculation this gives a second check on the output, again computed from the potential alone.

```lean
#print axioms OneDimensionalL1Bound.energy_lower_bound
-- 'OneDimensionalL1Bound.energy_lower_bound' depends on axioms: [propext, Classical.choice, Quot.sound]
#print axioms OneDimensionalL1Bound.energy_lower_bound_L1
-- 'OneDimensionalL1Bound.energy_lower_bound_L1' depends on axioms: [propext, Classical.choice, Quot.sound]
#print axioms OneDimensionalL1Bound.kinetic_le_of_energy_nonpos
-- 'OneDimensionalL1Bound.kinetic_le_of_energy_nonpos' depends on axioms: [propext, Classical.choice, Quot.sound]
```
